# Misleading convergence of the skeleton iteration in the Rossi-Werner model

In a skeleton scheme the self-energy is treated as a functional of the dressed Green's function, and it is tempting to take convergence of the computation as evidence that the physical self-energy has been found. That inference can fail when the functional has more than one branch: a calculation supplied with the exact Green's function can settle on a finite value that belongs to the wrong branch, with no vanishing denominator or oscillation as a warning. In the Rossi-Werner model, where every Green's function is one real number, the branch reached by a self-energy iteration that starts from zero, with the exact Green's function held fixed, can be determined for every positive coupling u. This bears on bold-line diagrammatic and other self-consistent methods in electronic structure as a solvable example only, since the model has no frequency, momentum or orbital index.

```lean
import Mathlib

open Filter Topology

namespace RossiWerner

noncomputable section
```

## The model

Let u > 0 be the interaction strength and G0 > 0 the bare Green's function. The dressed Green's function G and the exact self-energy Σ are

G = G0 / (1 + u G0²)

```lean
/-- The dressed Green's function `G = G0 / (1 + u G0²)` of the model. -/
def dressedG (u G0 : ℝ) : ℝ := G0 / (1 + u * G0 ^ 2)
```

Σ = −u G0

```lean
/-- The exact self-energy `Σ = -u G0`. -/
def exactSigma (u G0 : ℝ) : ℝ := -u * G0
```

Both formulas are definitions of the model. They are not derived from an action or from diagrams. The sign convention is that of the Dyson equation 1/G = 1/G0 − Σ.

To express the self-energy through G alone, write S for a trial self-energy, solve the Dyson equation for the bare function, G0 = G/(1 + G S), and insert it into S = −u G0:

S = −u G / (1 + G S), which after clearing the denominator reads G S² + S + u G = 0.

With r = √(1 − 4uG²) the two roots are

Σ₋[G] = −(1 − r) / (2G)

```lean
/-- The branch `Σ₋[G] = -(1 - √(1 - 4uG²)) / (2G)` of the self-energy functional. -/
def sigmaMinus (u G : ℝ) : ℝ := -(1 - √(1 - 4 * u * G ^ 2)) / (2 * G)
```

Σ₊[G] = −(1 + r) / (2G)

```lean
/-- The branch `Σ₊[G] = -(1 + √(1 - 4uG²)) / (2G)` of the self-energy functional. -/
def sigmaPlus (u G : ℝ) : ℝ := -(1 + √(1 - 4 * u * G ^ 2)) / (2 * G)
```

The subscript is the sign in front of r inside the bracket, so Σ₋ is the larger root when G > 0. What is called the skeleton update f here applies the right-hand side of the self-consistency condition once, at fixed G. It rebuilds a bare function from G and S and inserts it into −uG0; it does not sum skeleton diagrams term by term:

f(S) = −u G / (1 + G S)

```lean
/-- One skeleton update at fixed `G`: `S ↦ -u G / (1 + G S)`. -/
def skeletonStep (u G S : ℝ) : ℝ := -u * G / (1 + G * S)
```

In these three definitions `G` is a free real argument, and it becomes the physical G only when `dressedG u G0` is inserted.

## The physical G has real branches

Put x = uG0². Then G0 + G0 Σ G = G0 − xG = G0(1 + x − x)/(1 + x) = G, the Dyson equation in a form free of inverses. Also

4uG² = 4x / (1 + x)² ≤ 1, because (1 + x)² − 4x = (1 − x)² ≥ 0.

```lean
/-- `G` obeys the Dyson equation with the exact self-energy, is positive, and has
`4uG² ≤ 1`. -/
theorem dressedG_dyson {u G0 : ℝ} (hu : 0 < u) (hG0 : 0 < G0) :
    dressedG u G0 = G0 + G0 * exactSigma u G0 * dressedG u G0 ∧
      0 < dressedG u G0 ∧ 4 * u * dressedG u G0 ^ 2 ≤ 1 := by
  have hD : 0 < 1 + u * G0 ^ 2 := by positivity
  have hD' := hD.ne'
  unfold dressedG exactSigma
  refine ⟨?_, by positivity, ?_⟩
  · field_simp
    ring
  · rw [div_pow, ← mul_div_assoc, div_le_one (by positivity)]
    nlinarith [sq_nonneg (1 - u * G0 ^ 2)]
```

The Dyson identity is `field_simp` followed by `ring`. For the inequality, `div_le_one` clears the denominator and the hint `sq_nonneg (1 - u * G0 ^ 2)` supplies the square (1 − x)².

## Algebra of the two branches

Take any G > 0 with 4uG² ≤ 1, so that r ≥ 0 and r² = 1 − 4uG². From GΣ₋ = −(1 − r)/2 and GΣ₊ = −(1 + r)/2 follow Σ₊ ≤ Σ₋ and

G(Σ₋ + Σ₊) = −1,  G² Σ₋Σ₊ = (1 − r²)/4 = uG², so Σ₋Σ₊ = u.

```lean
/-- The branches are ordered, `Σ₊ ≤ Σ₋`, with `G (Σ₋ + Σ₊) = -1` and `Σ₋ Σ₊ = u`. -/
theorem branch_vieta {u G : ℝ} (hG : 0 < G) (hd : 4 * u * G ^ 2 ≤ 1) :
    sigmaPlus u G ≤ sigmaMinus u G ∧ G * (sigmaMinus u G + sigmaPlus u G) = -1 ∧
      sigmaMinus u G * sigmaPlus u G = u := by
  have hG' := hG.ne'
  have h := Real.sq_sqrt (show 0 ≤ 1 - 4 * u * G ^ 2 by linarith)
  have h1 : G * sigmaMinus u G = -(1 - √(1 - 4 * u * G ^ 2)) / 2 := by
    unfold sigmaMinus
    field_simp
  have h2 : G * sigmaPlus u G = -(1 + √(1 - 4 * u * G ^ 2)) / 2 := by
    unfold sigmaPlus
    field_simp
  refine ⟨le_of_mul_le_mul_left ?_ hG, ?_, ?_⟩
  · rw [h1, h2]
    linarith [Real.sqrt_nonneg (1 - 4 * u * G ^ 2)]
  · linear_combination h1 + h2
  · apply mul_left_cancel₀ (mul_ne_zero hG' hG')
    have e : G * G * (sigmaMinus u G * sigmaPlus u G)
        = (G * sigmaMinus u G) * (G * sigmaPlus u G) := by ring
    rw [e, h1, h2]
    linear_combination (-1 / 4) * h
```

Here `h1` and `h2` are the two starting expressions, `h` is the equation for r², and the factor G² is cancelled by `mul_left_cancel₀`. The sign of u plays no part. Expanding a product and using both relations gives, for every S,

G(S − Σ₋)(S − Σ₊) = G S² − G(Σ₋ + Σ₊) S + G Σ₋Σ₊ = G S² + S + uG.

```lean
/-- The quadratic `G S² + S + uG` factorises as `G (S - Σ₋)(S - Σ₊)`. -/
theorem quadratic_factor {u G : ℝ} (hG : 0 < G) (hd : 4 * u * G ^ 2 ≤ 1) (S : ℝ) :
    G * S ^ 2 + S + u * G = G * (S - sigmaMinus u G) * (S - sigmaPlus u G) := by
  obtain ⟨-, h1, h2⟩ := branch_vieta hG hd
  linear_combination S * h1 - G * h2
```

At S = Σ₋ the factorisation gives GΣ₋² + Σ₋ + uG = 0. If Σ₋ ≥ 0, the left side would be at least uG > 0. Hence Σ₋ < 0, which places the starting value S = 0 above Σ₋.

```lean
/-- For `u > 0`, `G > 0` and `4uG² ≤ 1` the branch `Σ₋` is negative. -/
theorem sigmaMinus_neg {u G : ℝ} (hu : 0 < u) (hG : 0 < G) (hd : 4 * u * G ^ 2 ≤ 1) :
    sigmaMinus u G < 0 := by
  have q := quadratic_factor hG hd (sigmaMinus u G)
  by_contra h
  have h' : 0 ≤ sigmaMinus u G := not_lt.mp h
  nlinarith [mul_nonneg hG.le (sq_nonneg (sigmaMinus u G)), mul_pos hu hG]
```

A fixed point of f with 1 + GS ≠ 0 satisfies −uG = S(1 + GS), so the product G(S − Σ₋)(S − Σ₊) vanishes and S is one of the branches. Conversely, a branch value solves S(1 + GS) = −uG ≠ 0, so its denominator is nonzero and division gives f(S) = S.

```lean
/-- The fixed points of the skeleton update with nonzero denominator are exactly the two
branches. -/
theorem fixed_point_iff {u G : ℝ} (hu : 0 < u) (hG : 0 < G) (hd : 4 * u * G ^ 2 ≤ 1)
    (S : ℝ) :
    (1 + G * S ≠ 0 ∧ skeletonStep u G S = S) ↔ S = sigmaMinus u G ∨ S = sigmaPlus u G := by
  unfold skeletonStep
  constructor
  · rintro ⟨h0, h⟩
    rw [div_eq_iff h0] at h
    have hz : G * (S - sigmaMinus u G) * (S - sigmaPlus u G) = 0 := by
      rw [← quadratic_factor hG hd]
      linear_combination -h
    rcases mul_eq_zero.mp hz with hz | hz
    · exact Or.inl (sub_eq_zero.mp ((mul_eq_zero.mp hz).resolve_left hG.ne'))
    · exact Or.inr (sub_eq_zero.mp hz)
  · intro h
    have q : G * S ^ 2 + S + u * G = 0 := by
      rw [quadratic_factor hG hd]
      rcases h with h | h <;> rw [h] <;> ring
    have h0 : 1 + G * S ≠ 0 := fun h0 =>
      (mul_pos hu hG).ne' (by linear_combination q - S * h0)
    refine ⟨h0, ?_⟩
    rw [div_eq_iff h0]
    linear_combination -q
```

The condition on the denominator is written out because Lean sets a/0 = 0, and for the same reason the convergence theorems state that every denominator along the iteration is positive.

## The branches at the physical G

Inserting G = G0/(1 + x),

1 − 4uG² = ((1 − x)/(1 + x))²,  r = |1 − x| / (1 + x).

For x ≤ 1 this gives 1 − r = 2x/(1 + x) and 1 + r = 2/(1 + x). Dividing by 2G = 2G0/(1 + x),

Σ₋ = −x/G0 = −uG0,  Σ₊ = −1/G0.

For x ≥ 1 the absolute value is x − 1, the expressions for 1 − r and 1 + r trade places, and so do the branches: Σ₋ = −1/G0 and Σ₊ = −uG0. At x = 1 both cases apply and the two values coincide.

```lean
/-- At the dressed `G`, `(Σ₋, Σ₊) = (-uG0, -1/G0)` for `uG0² ≤ 1` and
`(Σ₋, Σ₊) = (-1/G0, -uG0)` for `uG0² ≥ 1`. -/
theorem branches_at_dressedG {u G0 : ℝ} (hu : 0 < u) (hG0 : 0 < G0) :
    (u * G0 ^ 2 ≤ 1 → sigmaMinus u (dressedG u G0) = exactSigma u G0 ∧
      sigmaPlus u (dressedG u G0) = -1 / G0) ∧
    (1 ≤ u * G0 ^ 2 → sigmaMinus u (dressedG u G0) = -1 / G0 ∧
      sigmaPlus u (dressedG u G0) = exactSigma u G0) := by
  have hD : 0 < 1 + u * G0 ^ 2 := by positivity
  have hD' := hD.ne'
  have hG0' := hG0.ne'
  -- the discriminant is a perfect square
  have e : 1 - 4 * u * dressedG u G0 ^ 2 = ((1 - u * G0 ^ 2) / (1 + u * G0 ^ 2)) ^ 2 := by
    unfold dressedG
    field_simp
    ring
  have hs : √(1 - 4 * u * dressedG u G0 ^ 2) = |1 - u * G0 ^ 2| / (1 + u * G0 ^ 2) := by
    rw [e, Real.sqrt_sq_eq_abs, abs_div, abs_of_pos hD]
  unfold sigmaMinus sigmaPlus
  rw [hs]
  unfold dressedG exactSigma
  constructor
  · intro h
    rw [abs_of_nonneg (show 0 ≤ 1 - u * G0 ^ 2 by linarith)]
    constructor <;> field_simp <;> ring
  · intro h
    rw [abs_of_nonpos (show 1 - u * G0 ^ 2 ≤ 0 by linarith)]
    constructor <;> field_simp <;> ring
```

The absolute value enters through `Real.sqrt_sq_eq_abs`, and the two cases resolve it with `abs_of_nonneg` and `abs_of_nonpos`. One way to see where −1/G0 comes from is that the bare value G0′ = 1/(uG0) yields the same dressed G, and its self-energy −uG0′ equals −1/G0.

## One step of the iteration

Return to general G > 0 with 4uG² ≤ 1 and let S ≥ Σ₋, hence also S ≥ Σ₊. Since G(S − Σ₋) + G(S − Σ₊) = 2GS + 1,

1 + GS = ½ + ½[G(S − Σ₋) + G(S − Σ₊)] ≥ ½ > 0.

The bounds on f(S) follow after multiplying by this positive denominator. Using uG = −GΣ₋² − Σ₋ for the first and the factorisation for the second,

−uG − Σ₋(1 + GS) = (−Σ₋) G (S − Σ₋) ≥ 0, so f(S) ≥ Σ₋,

S(1 + GS) + uG = G(S − Σ₋)(S − Σ₊) ≥ 0, so f(S) ≤ S.

```lean
/-- For `S ≥ Σ₋` the denominator of the update is positive and the updated value lies
between `Σ₋` and `S`. -/
theorem step_bounds {u G S : ℝ} (hu : 0 < u) (hG : 0 < G) (hd : 4 * u * G ^ 2 ≤ 1)
    (hS : sigmaMinus u G ≤ S) :
    0 < 1 + G * S ∧ sigmaMinus u G ≤ skeletonStep u G S ∧ skeletonStep u G S ≤ S := by
  obtain ⟨hba, h1, -⟩ := branch_vieta hG hd
  have ha := (sigmaMinus_neg hu hG hd).le
  have hSa := sub_nonneg.2 hS
  have hSb := sub_nonneg.2 (hba.trans hS)
  have hpos : 0 < 1 + G * S := by nlinarith [mul_nonneg hG.le hSa, mul_nonneg hG.le hSb]
  have qa := quadratic_factor hG hd (sigmaMinus u G)
  have qS := quadratic_factor hG hd S
  unfold skeletonStep
  refine ⟨hpos, ?_, ?_⟩
  · rw [le_div_iff₀ hpos]
    nlinarith [mul_nonneg (mul_nonneg (neg_nonneg.2 ha) hG.le) hSa]
  · rw [div_le_iff₀ hpos]
    nlinarith [mul_nonneg (mul_nonneg hG.le hSa) hSb]
```

Each `nlinarith` call receives as hints exactly the nonnegative products on the right-hand sides above, with `hSa` for S − Σ₋ ≥ 0 and `hSb` for S − Σ₊ ≥ 0.

## Convergence to Σ₋

Let Sₙ = fⁿ(S0) for n = 0, 1, 2, …, where S0 ≥ Σ₋ is the start and f⁰ is the identity; in Lean this is `(skeletonStep u G)^[n] S0`. By induction Sₙ ≥ Σ₋ for all n, so all denominators are positive and Sₙ₊₁ ≤ Sₙ. A nonincreasing sequence bounded below has a limit L ≥ Σ₋. Then 1 + GL > 0, f is continuous at L, and letting n → ∞ in Sₙ₊₁ = f(Sₙ) gives f(L) = L. So L = Σ₋, or else L = Σ₊ ≤ Σ₋ ≤ L, which again forces L = Σ₋.

```lean
/-- From any start `S0 ≥ Σ₋` the skeleton iteration keeps positive denominators and
converges to `Σ₋`. -/
theorem iteration_tendsto {u G S0 : ℝ} (hu : 0 < u) (hG : 0 < G) (hd : 4 * u * G ^ 2 ≤ 1)
    (hS : sigmaMinus u G ≤ S0) :
    (∀ n, 0 < 1 + G * (skeletonStep u G)^[n] S0) ∧
      Tendsto (fun n => (skeletonStep u G)^[n] S0) atTop (𝓝 (sigmaMinus u G)) := by
  have inv : ∀ n, sigmaMinus u G ≤ (skeletonStep u G)^[n] S0 := by
    intro n
    induction n with
    | zero => exact hS
    | succ n ih =>
      rw [Function.iterate_succ_apply']
      exact (step_bounds hu hG hd ih).2.1
  refine ⟨fun n => (step_bounds hu hG hd (inv n)).1, ?_⟩
  -- decreasing and bounded below, hence convergent
  have hanti : Antitone (fun n => (skeletonStep u G)^[n] S0) := by
    refine antitone_nat_of_succ_le fun n => ?_
    show (skeletonStep u G)^[n + 1] S0 ≤ (skeletonStep u G)^[n] S0
    rw [Function.iterate_succ_apply']
    exact (step_bounds hu hG hd (inv n)).2.2
  obtain ⟨L, hL⟩ : ∃ L, Tendsto (fun n => (skeletonStep u G)^[n] S0) atTop (𝓝 L) :=
    ⟨_, tendsto_atTop_ciInf hanti ⟨sigmaMinus u G, by rintro _ ⟨n, rfl⟩; exact inv n⟩⟩
  have haL : sigmaMinus u G ≤ L := ge_of_tendsto' hL inv
  have hne : 1 + G * L ≠ 0 := (step_bounds hu hG hd haL).1.ne'
  have hc : ContinuousAt (skeletonStep u G) L := by
    show ContinuousAt (fun S => -u * G / (1 + G * S)) L
    exact ContinuousAt.div continuousAt_const (by fun_prop) hne
  -- the limit is a fixed point lying above both branches
  have hfix : skeletonStep u G L = L := isFixedPt_of_tendsto_iterate hL hc
  have hLa : L = sigmaMinus u G := by
    rcases (fixed_point_iff hu hG hd L).1 ⟨hne, hfix⟩ with h | h
    · exact h
    · exact le_antisymm (h.le.trans (branch_vieta hG hd).1) haL
  rw [← hLa]
  exact hL
```

The conclusion `Tendsto … atTop (𝓝 (sigmaMinus u G))` is the ordinary limit Sₙ → Σ₋ as n → ∞, without a rate. The induction is `inv`, monotonicity is `hanti`, and the last case distinction is `hLa`.

The middle of the proof is a pattern that can be reused for scalar self-consistency loops: `tendsto_atTop_ciInf` turns an antitone, bounded sequence into a limit, `obtain ⟨L, hL⟩` hides the infimum behind a plain name, and `isFixedPt_of_tendsto_iterate` makes L a fixed point from continuity at L alone. No contraction constant is needed, so the double root 4uG² = 1 is included.

Neither of the hypotheses `hS` and `hd` can simply be dropped. Take u = 2 and G = 1/3, for which r = 1/3, Σ₋ = −1, Σ₊ = −2 and f(S) = −2/(3 + S). The start S0 = −2 violates `hS`; it is a fixed point, and the sequence stays at −2. For u = G = 1, which violates `hd`, the quadratic S² + S + 1 has no real root, and the iteration from 0 reaches S₁ = −1, where the denominator 1 + S vanishes.

## The main statement

For u > 0, G0 > 0 and G = G0/(1 + uG0²), start from S0 = 0. The theorem has five parts. The exact Σ equals Σ₋[G] or Σ₊[G]. Every denominator 1 + GSₙ is positive. The sequence converges to Σ₋[G]. If uG0² ≤ 1 it converges to Σ = −uG0. If uG0² > 1 it converges to −1/G0, and this differs from Σ, since −1/G0 = −uG0 would mean uG0² = 1.

```lean
/-- Rossi-Werner model: the exact self-energy is one of the two branches; the skeleton
iteration from `S = 0` has positive denominators and converges to `Σ₋`, with limit the exact
`-uG0` if `uG0² ≤ 1` and the different value `-1/G0` if `uG0² > 1`. -/
theorem skeleton_misconvergence {u G0 : ℝ} (hu : 0 < u) (hG0 : 0 < G0) :
    (exactSigma u G0 = sigmaMinus u (dressedG u G0) ∨
      exactSigma u G0 = sigmaPlus u (dressedG u G0)) ∧
    (∀ n, 0 < 1 + dressedG u G0 * (skeletonStep u (dressedG u G0))^[n] 0) ∧
    Tendsto (fun n => (skeletonStep u (dressedG u G0))^[n] 0) atTop
      (𝓝 (sigmaMinus u (dressedG u G0))) ∧
    (u * G0 ^ 2 ≤ 1 → Tendsto (fun n => (skeletonStep u (dressedG u G0))^[n] 0) atTop
      (𝓝 (exactSigma u G0))) ∧
    (1 < u * G0 ^ 2 → Tendsto (fun n => (skeletonStep u (dressedG u G0))^[n] 0) atTop
      (𝓝 (-1 / G0)) ∧ -1 / G0 ≠ exactSigma u G0) := by
  obtain ⟨-, hG, hd⟩ := dressedG_dyson hu hG0
  obtain ⟨hw, hs⟩ := branches_at_dressedG hu hG0
  obtain ⟨hden, hT⟩ := iteration_tendsto hu hG hd (sigmaMinus_neg hu hG hd).le
  refine ⟨?_, hden, hT, fun h => ?_, fun h => ⟨?_, fun e => ?_⟩⟩
  · rcases le_total (u * G0 ^ 2) 1 with h | h
    · exact Or.inl (hw h).1.symm
    · exact Or.inr (hs h).2.symm
  · rw [← (hw h).1]
    exact hT
  · rw [← (hs h.le).1]
    exact hT
  · unfold exactSigma at e
    rw [div_eq_iff hG0.ne'] at e
    nlinarith
```

The proof takes G > 0 and 4uG² ≤ 1 from `dressedG_dyson`, admits the start 0 through `sigmaMinus_neg`, and rewrites the limit of `iteration_tendsto` with `branches_at_dressedG`. For u = 2 and G0 = 1 one has G = 1/3 and Σ = −2, while the iterates 0, −2/3, −6/7, −14/15, … approach −1.

The object that converges is the sequence of repeated updates with G held at its exact value. The partial sums of a skeleton series ordered by powers of u are a different sequence, and a loop that also updates G through the Dyson equation is a different map; neither is treated. The Luttinger-Ward functional itself is never constructed, and the two-valuedness appears only in the self-energy Σ[G]. Negative u, complex G and starts below Σ₋ are excluded from the convergence statements. That the limit −1/G0 lies on the wrong branch means, in the theorem, only that it is unequal to the exact value −uG0.

## Slope at the exact self-energy

Differentiating the update gives f′(S) = uG²/(1 + GS)². At the physical G and S = Σ,

1 + GΣ = 1 − x/(1 + x) = 1/(1 + x),  f′(Σ) = uG²(1 + x)² = uG0².

In the code `hden` is the first equation, `h2` is the quotient rule with a constant numerator, and `congr_deriv` reduces the claim to the final algebra. The slope passes through 1 at the coupling where the two branches meet. Linear stability analysis would call Σ attracting for uG0² < 1 and repelling for uG0² > 1; Lean checks only the value of the slope, and that reading rests on the standard criterion |f′| < 1 for an attracting and |f′| > 1 for a repelling fixed point.

```lean
/-- The slope of the skeleton update at the exact self-energy is `u G0²`. -/
theorem slope_at_exact {u G0 : ℝ} (hu : 0 < u) (hG0 : 0 < G0) :
    HasDerivAt (skeletonStep u (dressedG u G0)) (u * G0 ^ 2) (exactSigma u G0) := by
  have hD : 0 < 1 + u * G0 ^ 2 := by positivity
  have hD' := hD.ne'
  have hden : 1 + dressedG u G0 * exactSigma u G0 = 1 / (1 + u * G0 ^ 2) := by
    unfold dressedG exactSigma
    field_simp
    ring
  have hne : 1 + dressedG u G0 * exactSigma u G0 ≠ 0 := by
    rw [hden]
    positivity
  have h1 : HasDerivAt (fun S => 1 + dressedG u G0 * S) (dressedG u G0 * 1)
      (exactSigma u G0) :=
    ((hasDerivAt_id' _).const_mul (dressedG u G0)).const_add 1
  have h2 : HasDerivAt (fun S => -u * dressedG u G0 / (1 + dressedG u G0 * S))
      ((0 * (1 + dressedG u G0 * exactSigma u G0)
        - (-u * dressedG u G0) * (dressedG u G0 * 1))
        / (1 + dressedG u G0 * exactSigma u G0) ^ 2) (exactSigma u G0) :=
    (hasDerivAt_const _ (-u * dressedG u G0)).fun_div h1 hne
  refine h2.congr_deriv ?_
  rw [hden]
  unfold dressedG
  field_simp
  ring

end

end RossiWerner
```

```lean
#print axioms RossiWerner.skeleton_misconvergence
#print axioms RossiWerner.slope_at_exact
```

```
'RossiWerner.skeleton_misconvergence' depends on axioms: [propext, Classical.choice, Quot.sound]
'RossiWerner.slope_at_exact' depends on axioms: [propext, Classical.choice, Quot.sound]
```
